# Newton's sign iteration: convergence off the imaginary axis and the density matrix it yields

Once the Hamiltonian matrix of a mean-field calculation has been built, the next step is often to find its zero-temperature density matrix, the projector onto the orbitals below the chemical potential. The Newton form of sign-function purification does this by repeatedly averaging a matrix with its inverse, without computing the orbitals. The problems below justify that step for a fixed one-electron Hamiltonian in a finite orthonormal basis, with no level at the chemical potential. They begin with a single complex number, which plays the part of one eigenvalue.

The formal version uses Mathlib's complex numbers, limits and matrices.

```lean
import Mathlib

open Filter Topology Matrix

namespace SignIteration

noncomputable section
```

For $z\neq 0$, let one Newton step be
$$N(z)=\tfrac12\left(z+\frac1z\right).$$

```lean
/-- One Newton step for the sign function, `z ↦ (z + 1/z)/2`, meant for `z ≠ 0`. -/
def newtonStep (z : ℂ) : ℂ := (z + 1 / z) / 2
```

Write $s_n(z)$ for the iterate after $n$ steps from $z$, so that $s_0(z)=z$ and $s_{n+1}(z)=N(s_n(z))$. In Lean this is `signIter z n`.

```lean
/-- The Newton iterates started from `z`, meant for starts whose iterates never vanish. -/
def signIter (z : ℂ) : ℕ → ℂ
  | 0 => z
  | n + 1 => newtonStep (signIter z n)
```

The Cayley ratio of $z\neq-1$ is $c(z)=(z-1)/(z+1)$. It measures how far $z$ is from the fixed point $1$ of $N$, relative to its distance from the other fixed point, $-1$.

```lean
/-- The Cayley ratio `(z - 1)/(z + 1)`, meant for `z ≠ -1`. -/
def cayley (z : ℂ) : ℂ := (z - 1) / (z + 1)
```

## (a) The real part after one step

**Task.** Let $\operatorname{Re}z>0$. Show that
$$\operatorname{Re}N(z)>0.$$

**Solution.** Write $z=x+iy$ with $x>0$. Then $1/z=(x-iy)/|z|^2$, so
$$\operatorname{Re}N(z)=\frac12\left(x+\frac{x}{|z|^2}\right),$$
and both terms are positive. In the code `Complex.normSq z` is $|z|^2$; the step `h` is the displayed formula, and `positivity` reads off its sign.

```lean
/-- A Newton step maps the open right half-plane into itself. -/
theorem newtonStep_re_pos {z : ℂ} (hz : 0 < z.re) : 0 < (newtonStep z).re := by
  have hz0 : z ≠ 0 := by
    rintro rfl
    simp at hz
  have hn : 0 < Complex.normSq z := Complex.normSq_pos.mpr hz0
  have h : (newtonStep z).re = (z.re + z.re / Complex.normSq z) / 2 := by
    simp [newtonStep, Complex.inv_re]
  rw [h]
  positivity
```

## (b) The Cayley ratio after one step

**Task.** Let $\operatorname{Re}z>0$. Show that
$$c(N(z))=c(z)^2.$$

**Solution.** Over a common denominator,
$$N(z)-1=\frac{z^2-2z+1}{2z}=\frac{(z-1)^2}{2z},\qquad N(z)+1=\frac{(z+1)^2}{2z}.$$
Since $\operatorname{Re}z>0$, neither $z$ nor $z+1$ vanishes. Dividing the first expression by the second cancels $2z$ and leaves $c(z)^2$. The steps `hm` and `hp` are these two identities, each obtained from $(1/z)\,z=1$ by `linear_combination`.

```lean
/-- For `z` with positive real part, a Newton step squares the Cayley ratio. -/
theorem cayley_newtonStep {z : ℂ} (hz : 0 < z.re) :
    cayley (newtonStep z) = cayley z ^ 2 := by
  have hz0 : z ≠ 0 := by
    rintro rfl
    simp at hz
  have h2 : 2 * z ≠ 0 := mul_ne_zero two_ne_zero hz0
  have hi : 1 / z * z = 1 := div_mul_cancel₀ 1 hz0
  -- numerator and denominator are perfect squares over the same factor
  have hm : newtonStep z - 1 = (z - 1) ^ 2 / (2 * z) := by
    rw [newtonStep, eq_div_iff h2]
    linear_combination hi
  have hp : newtonStep z + 1 = (z + 1) ^ 2 / (2 * z) := by
    rw [newtonStep, eq_div_iff h2]
    linear_combination hi
  unfold cayley
  rw [hm, hp, div_div_div_cancel_right₀ h2, div_pow]
```

## (c) The real part after many steps

**Task.** Let $\operatorname{Re}z>0$. Show that for every $n\ge0$
$$\operatorname{Re}s_n(z)>0.$$

**Solution.** For $n=0$ this is the assumption. If it holds for $n$, part (a) applied to $s_n(z)$ gives it for $n+1$. In particular no iterate is zero, so every step is well defined.

```lean
/-- If the start has positive real part, so does every iterate. -/
theorem signIter_re_pos {z : ℂ} (hz : 0 < z.re) (n : ℕ) : 0 < (signIter z n).re := by
  induction n with
  | zero => exact hz
  | succ n ih => exact newtonStep_re_pos ih
```

## (d) The Cayley ratio after many steps

**Task.** Let $\operatorname{Re}z>0$. Show that
$$\frac{s_n(z)-1}{s_n(z)+1}=\left(\frac{z-1}{z+1}\right)^{2^n}.$$

**Solution.** For $n=0$ the exponent is $1$ and both sides agree. Part (c) allows part (b) to be applied to $s_n(z)$, so
$$c(s_{n+1}(z))=c(s_n(z))^2=\left(c(z)^{2^n}\right)^2=c(z)^{2^{n+1}}.$$
The final `rw` makes the same replacements in the same order.

```lean
/-- For a start with positive real part, the Cayley ratio of the `n`-th iterate is the
initial ratio to the power `2^n`. -/
theorem cayley_signIter {z : ℂ} (hz : 0 < z.re) (n : ℕ) :
    (signIter z n - 1) / (signIter z n + 1) = ((z - 1) / (z + 1)) ^ (2 ^ n) := by
  change cayley (signIter z n) = cayley z ^ (2 ^ n)
  induction n with
  | zero => simp [signIter]
  | succ n ih =>
    rw [show signIter z (n + 1) = newtonStep (signIter z n) from rfl,
      cayley_newtonStep (signIter_re_pos hz n), ih, ← pow_mul, ← pow_succ]
```

## (e) The limit from the right half-plane

**Task.** Let $\operatorname{Re}z>0$. Show that
$$\lim_{n\to\infty}s_n(z)=1.$$

**Solution.** With $x=\operatorname{Re}z$,
$$|z+1|^2-|z-1|^2=4x>0,$$
so $|c(z)|<1$. Hence $q_n=c(z)^{2^n}$ tends to $0$. By part (d), $q_n$ is the Cayley ratio of $s_n(z)$, and therefore
$$1-q_n=\frac{2}{s_n(z)+1},\qquad 1+q_n=\frac{2s_n(z)}{s_n(z)+1}.$$
Their quotient recovers the iterate:
$$s_n(z)=\frac{1+q_n}{1-q_n}\longrightarrow\frac{1+0}{1-0}=1.$$

In Lean, `Tendsto (signIter z) atTop (𝓝 1)` is this ordinary limit. The step `hc` is the bound on the modulus, `hlim` the vanishing of $q_n$, and `hinv` the recovery formula.

```lean
/-- For a start with positive real part, the Newton iterates tend to `1`. -/
theorem signIter_tendsto_one {z : ℂ} (hz : 0 < z.re) :
    Tendsto (signIter z) atTop (𝓝 1) := by
  have hne : ∀ w : ℂ, 0 < w.re → w + 1 ≠ 0 := by
    intro w hw h
    have h' := congrArg Complex.re h
    rw [Complex.add_re, Complex.one_re, Complex.zero_re] at h'
    linarith
  -- the initial Cayley ratio lies inside the unit disc
  have hc : ‖(z - 1) / (z + 1)‖ < 1 := by
    rw [norm_div, div_lt_one (norm_pos_iff.mpr (hne z hz))]
    refine lt_of_pow_lt_pow_left₀ 2 (norm_nonneg _) ?_
    rw [Complex.sq_norm, Complex.sq_norm, Complex.normSq_apply, Complex.normSq_apply]
    simp only [Complex.sub_re, Complex.add_re, Complex.sub_im, Complex.add_im,
      Complex.one_re, Complex.one_im]
    nlinarith
  have hlim : Tendsto (fun n : ℕ => ((z - 1) / (z + 1)) ^ (2 ^ n)) atTop (𝓝 0) :=
    (tendsto_pow_atTop_nhds_zero_of_norm_lt_one hc).comp
      (tendsto_pow_atTop_atTop_of_one_lt (one_lt_two : (1 : ℕ) < 2))
  -- recover the iterate from its Cayley ratio
  have hinv : ∀ n, signIter z n =
      (1 + ((z - 1) / (z + 1)) ^ (2 ^ n)) / (1 - ((z - 1) / (z + 1)) ^ (2 ^ n)) := by
    intro n
    rw [← cayley_signIter hz n]
    have h := hne _ (signIter_re_pos hz n)
    generalize signIter z n = w at h ⊢
    have h1 : 1 - (w - 1) / (w + 1) = 2 / (w + 1) := by
      rw [eq_div_iff h, sub_mul, div_mul_cancel₀ _ h]
      ring
    have h2 : 1 + (w - 1) / (w + 1) = 2 * w / (w + 1) := by
      rw [eq_div_iff h, add_mul, div_mul_cancel₀ _ h]
      ring
    rw [h1, h2, div_div_div_cancel_right₀ h, mul_div_cancel_left₀ _ two_ne_zero]
  have h := (hlim.const_add 1).div (hlim.const_sub 1) (by norm_num)
  rw [show ((1 : ℂ) + 0) / (1 - 0) = 1 by norm_num] at h
  exact h.congr fun n => (hinv n).symm
```

## (f) Reversing the sign of the start

**Task.** Let $z$ be a start whose iterates never vanish. Show that for every $n\ge0$
$$s_n(-z)=-s_n(z).$$

**Solution.** The map is odd:
$$N(-z)=\tfrac12\left(-z-\frac1z\right)=-N(z).$$
Induction on $n$ carries this to every iterate. The Lean statement has no condition on $z$, because Lean sets $1/0=0$, which respects the same symmetry.

```lean
/-- Reversing the sign of the start reverses the sign of every iterate. -/
theorem signIter_neg (z : ℂ) (n : ℕ) : signIter (-z) n = -signIter z n := by
  induction n with
  | zero => rfl
  | succ n ih =>
    simp only [signIter, ih, newtonStep, one_div, inv_neg]
    ring
```

## (g) The limit from the left half-plane

**Task.** Let $\operatorname{Re}z<0$. Show that
$$\lim_{n\to\infty}s_n(z)=-1.$$

**Solution.** Now $-z$ has positive real part, so $s_n(-z)\to1$ by part (e). By part (f), $s_n(z)=-s_n(-z)\to-1$.

```lean
/-- For a start with negative real part, the Newton iterates tend to `-1`. -/
theorem signIter_tendsto_neg_one {z : ℂ} (hz : z.re < 0) :
    Tendsto (signIter z) atTop (𝓝 (-1)) := by
  have h := (signIter_tendsto_one (z := -z) (by simpa using hz)).neg
  exact h.congr fun n => by rw [signIter_neg, neg_neg]
```

## From numbers to matrices

Let $U$ be a unitary matrix whose columns are the orbitals, and let $d_i$ be the eigenvalue belonging to column $i$. Define
$$M(d)=U\,\mathrm{diag}(d)\,U^\dagger.$$
The finite type `ι` labels both the basis functions and the orbitals, and `star` is the conjugate transpose. A Hermitian Hamiltonian has this form with real eigenvalues, by the spectral theorem; here the form is taken as given.

```lean
variable {ι : Type*} [Fintype ι] [DecidableEq ι]

/-- The matrix `U diag(d) U†` with orbitals the columns of `U` and eigenvalues `d`. -/
def fromLevels (U : Matrix.unitaryGroup ι ℂ) (d : ι → ℂ) : Matrix ι ι ℂ :=
  (U : Matrix ι ι ℂ) * diagonal d * star (U : Matrix ι ι ℂ)
```

The matrix iteration from a start $A$ is $X_0=A$, $X_{n+1}=\tfrac12(X_n+X_n^{-1})$. It refers only to the matrix, not to $U$ or $d$.

```lean
/-- The matrix Newton iteration `X ↦ (X + X⁻¹)/2` started from `A`, meant for starts
whose iterates are all invertible. -/
def matrixIter (A : Matrix ι ι ℂ) : ℕ → Matrix ι ι ℂ
  | 0 => A
  | n + 1 => (1 / 2 : ℂ) • (matrixIter A n + (matrixIter A n)⁻¹)
```

## (h) Shifting and scaling

**Task.** For complex $a$ and $b$, show that
$$a\,1+b\,M(d)=M(a+b\,d),$$
where $a+b\,d$ has the components $a+b\,d_i$.

**Solution.** Since $UU^\dagger=1$,
$$U\left(a\,1+b\,\mathrm{diag}(d)\right)U^\dagger=a\,UU^\dagger+b\,M(d)=a\,1+b\,M(d).$$
The step `hD` splits the diagonal matrix, and the last `simp only` multiplies out.

```lean
/-- Shifting and scaling a matrix shifts and scales its eigenvalues and keeps its orbitals. -/
theorem affine_fromLevels (U : Matrix.unitaryGroup ι ℂ) (a b : ℂ) (d : ι → ℂ) :
    a • (1 : Matrix ι ι ℂ) + b • fromLevels U d = fromLevels U (fun i => a + b * d i) := by
  have hU : (U : Matrix ι ι ℂ) * star (U : Matrix ι ι ℂ) = 1 :=
    Matrix.mem_unitaryGroup_iff.mp U.2
  have hD : diagonal (fun i => a + b * d i) = a • (1 : Matrix ι ι ℂ) + b • diagonal d := by
    ext i j
    by_cases h : i = j
    · subst h
      simp
    · simp [h]
  simp only [fromLevels, hD, Matrix.mul_add, Matrix.add_mul, Matrix.mul_smul,
    Matrix.smul_mul, Matrix.mul_one, hU]
```

## (i) The matrix iteration, eigenvalue by eigenvalue

**Task.** Let $\operatorname{Re}d_i\neq0$ for every $i$, and start from $X_0=M(d)$. Show that
$$X_n=U\,\mathrm{diag}\left(s_n(d_i)\right)U^\dagger.$$

**Solution.** The case $n=0$ is the definition. Suppose the formula holds for $n$, and let $D=\mathrm{diag}(s_n(d_i))$. No entry $s_n(d_i)$ is zero: if $\operatorname{Re}d_i>0$ this is part (c), and otherwise parts (c) and (f) apply to $-d_i$. So $D$ is invertible, and
$$(UDU^\dagger)(UD^{-1}U^\dagger)=UDD^{-1}U^\dagger=1.$$
Thus $X_n^{-1}=UD^{-1}U^\dagger$, and
$$X_{n+1}=U\,\tfrac12(D+D^{-1})\,U^\dagger,$$
whose diagonal factor has the entries $N(s_n(d_i))=s_{n+1}(d_i)$.

In the proof, `hs` excludes zero eigenvalues, `hinv` identifies the inverse, and `hstep` takes the average on the diagonal.

```lean
/-- If no eigenvalue lies on the imaginary axis, the matrix iteration keeps the orbitals
and applies the scalar iteration to each eigenvalue. -/
theorem matrixIter_fromLevels (U : Matrix.unitaryGroup ι ℂ) (d : ι → ℂ)
    (hd : ∀ i, (d i).re ≠ 0) (n : ℕ) :
    matrixIter (fromLevels U d) n = fromLevels U (fun i => signIter (d i) n) := by
  have hU : (U : Matrix ι ι ℂ) * star (U : Matrix ι ι ℂ) = 1 :=
    Matrix.mem_unitaryGroup_iff.mp U.2
  have hU' : star (U : Matrix ι ι ℂ) * (U : Matrix ι ι ℂ) = 1 := mul_eq_one_comm.mp hU
  induction n with
  | zero => rfl
  | succ n ih =>
    have hs : ∀ i, signIter (d i) n ≠ 0 := by
      intro i h0
      rcases lt_or_gt_of_ne (hd i) with h | h
      · have h' := signIter_re_pos (z := -d i) (by simpa using h) n
        rw [signIter_neg, h0] at h'
        simp at h'
      · have h' := signIter_re_pos h n
        rw [h0] at h'
        simp at h'
    have hD : diagonal (fun i => signIter (d i) n) *
        diagonal (fun i => (signIter (d i) n)⁻¹) = (1 : Matrix ι ι ℂ) := by
      rw [diagonal_mul_diagonal, ← diagonal_one]
      congr 1
      funext i
      exact mul_inv_cancel₀ (hs i)
    -- the inverse has the same orbitals and inverted eigenvalues
    have hinv : (fromLevels U (fun i => signIter (d i) n))⁻¹ =
        fromLevels U (fun i => (signIter (d i) n)⁻¹) := by
      apply Matrix.inv_eq_right_inv
      calc _ = (U : Matrix ι ι ℂ) * (diagonal (fun i => signIter (d i) n) *
            ((star (U : Matrix ι ι ℂ) * (U : Matrix ι ι ℂ)) *
              diagonal (fun i => (signIter (d i) n)⁻¹))) * star (U : Matrix ι ι ℂ) := by
            simp only [fromLevels, Matrix.mul_assoc]
        _ = 1 := by rw [hU', Matrix.one_mul, hD, Matrix.mul_one, hU]
    have hstep : diagonal (fun i => signIter (d i) (n + 1)) =
        (1 / 2 : ℂ) • (diagonal (fun i => signIter (d i) n) +
          diagonal (fun i => (signIter (d i) n)⁻¹)) := by
      ext i j
      by_cases h : i = j
      · subst h
        simp only [diagonal_apply_eq, Matrix.smul_apply, Matrix.add_apply, smul_eq_mul,
          signIter, newtonStep]
        ring
      · simp [h]
    rw [matrixIter, ih, hinv]
    simp only [fromLevels, hstep, Matrix.mul_add, Matrix.add_mul, Matrix.mul_smul,
      Matrix.smul_mul]
```

## (j) The density matrix

**Task.** Let $H=M(\varepsilon)$ have real levels $\varepsilon_i$, let the real chemical potential $\mu$ differ from all of them, and start from $X_0=\mu\,1-H$. Show that
$$\lim_{n\to\infty}\tfrac12(1+X_n)=U\,\mathrm{diag}(f_i)\,U^\dagger,\qquad f_i=\begin{cases}1,&\varepsilon_i<\mu,\\0,&\varepsilon_i>\mu.\end{cases}$$

**Solution.** By part (h), $X_0=M(\mu-\varepsilon)$, and none of its real eigenvalues is zero. Parts (i) and (h) then give
$$\tfrac12(1+X_n)=U\,\mathrm{diag}\left(\tfrac12+\tfrac12s_n(\mu-\varepsilon_i)\right)U^\dagger.$$
If $\varepsilon_i<\mu$, part (e) sends the diagonal entry to $\tfrac12+\tfrac12=1$. If $\varepsilon_i>\mu$, part (g) sends it to $\tfrac12-\tfrac12=0$. Each element of the full matrix is a finite sum of these entries with fixed coefficients from $U$, so the matrices converge too.

In the code, `h0` rewrites the start, `hcont` is continuity in the eigenvalues, and the final case split treats levels below and above $\mu$.

The hypothesis `hμ` says that $\mu$ is not one of the levels; it may lie between two of them, or below or above them all. If a level were equal to $\mu$, the start $\mu\,1-H$ would be singular and the first inverse would not exist. The occupations are those of zero temperature, one electron per occupied spin orbital. The theorem concerns the full matrices without rounding; it gives no error bound after finitely many steps, and says nothing about discarding small matrix elements, on which linear scaling depends.

```lean
/-- For a Hamiltonian with real levels `ε` and a chemical potential `μ` equal to none of them,
the sign iteration started from `μ - H` yields, as the limit of `(1 + X_n)/2`, the density
matrix with occupation one below `μ` and zero above. -/
theorem density_matrix_tendsto (U : Matrix.unitaryGroup ι ℂ) (ε : ι → ℝ) (μ : ℝ)
    (hμ : ∀ i, ε i ≠ μ) :
    Tendsto (fun n => (1 / 2 : ℂ) • (1 : Matrix ι ι ℂ) + (1 / 2 : ℂ) •
        matrixIter ((μ : ℂ) • (1 : Matrix ι ι ℂ) - fromLevels U (fun i => (ε i : ℂ))) n)
      atTop (𝓝 (fromLevels U (fun i => if ε i < μ then 1 else 0))) := by
  have h0 : (μ : ℂ) • (1 : Matrix ι ι ℂ) - fromLevels U (fun i => (ε i : ℂ)) =
      fromLevels U (fun i => (μ : ℂ) - (ε i : ℂ)) := by
    have h := affine_fromLevels U (μ : ℂ) (-1) (fun i => (ε i : ℂ))
    simpa only [neg_smul, one_smul, neg_mul, one_mul, ← sub_eq_add_neg] using h
  have hre : ∀ i, ((μ : ℂ) - (ε i : ℂ)).re ≠ 0 := by
    intro i
    rw [Complex.sub_re, Complex.ofReal_re, Complex.ofReal_re]
    exact sub_ne_zero.mpr (hμ i).symm
  simp only [h0, matrixIter_fromLevels U _ hre, affine_fromLevels]
  -- the matrix depends continuously on its eigenvalues
  have hcont : Continuous (fromLevels U) :=
    (continuous_const.matrix_mul continuous_id.matrix_diagonal).matrix_mul continuous_const
  refine (hcont.tendsto _).comp (tendsto_pi_nhds.mpr fun i => ?_)
  rcases lt_or_gt_of_ne (hμ i) with h | h
  · have t : Tendsto (fun n => (1 / 2 : ℂ) + 1 / 2 * signIter ((μ : ℂ) - (ε i : ℂ)) n)
        atTop (𝓝 (1 / 2 + 1 / 2 * 1)) :=
      ((signIter_tendsto_one (by simpa using h)).const_mul _).const_add _
    rw [show (1 / 2 : ℂ) + 1 / 2 * 1 = 1 by norm_num] at t
    rw [if_pos h]
    exact t
  · have t : Tendsto (fun n => (1 / 2 : ℂ) + 1 / 2 * signIter ((μ : ℂ) - (ε i : ℂ)) n)
        atTop (𝓝 (1 / 2 + 1 / 2 * (-1))) :=
      ((signIter_tendsto_neg_one (by simpa using h)).const_mul _).const_add _
    rw [show (1 / 2 : ℂ) + 1 / 2 * (-1) = 0 by norm_num] at t
    rw [if_neg (not_lt_of_ge h.le)]
    exact t

end

end SignIteration
```

```lean
#print axioms SignIteration.density_matrix_tendsto
-- 'SignIteration.density_matrix_tendsto' depends on axioms: [propext, Classical.choice, Quot.sound]
```
